# Heat capacity with a temperature-dependent energy estimator: variance and explicit derivative

Take a single configuration with weight $b^{-D/2}$, where $D>0$, $b=1/T$ is the inverse temperature (usually written $\beta$) and $k_B=1$. Its energy, minus the logarithmic derivative of the weight, is $D/(2b)$. With one configuration nothing fluctuates, yet this energy changes with temperature. The heat capacity must come from the explicit $b$ in the energy estimator. The problems below find this contribution for any finite, nonempty set of configurations with positive, twice-differentiable weights, including weights of the primitive path-integral form.

## Weights and estimators

Configuration $x$, an element of the type `ι`, has weight $w_x(b)$, written `w x b`. The hypothesis `SmoothWeights w` says that every weight is positive and twice differentiable for $b>0$. Positivity lets normalised weights act as probabilities; it excludes fermionic weights that change sign. The estimator is $e_x=-(\log w_x)'$, where a prime means $d/db$ at fixed $x$.

```lean
import Mathlib

open Filter

namespace PathIntegralHeatCapacity

noncomputable section

variable {ι : Type*}

/-- Configuration weights that are positive and twice differentiable in the inverse
temperature `t`, for all `t > 0`. -/
structure SmoothWeights (w : ι → ℝ → ℝ) : Prop where
  pos : ∀ x t, 0 < t → 0 < w x t
  diff : ∀ x t, 0 < t → DifferentiableAt ℝ (w x) t
  diff2 : ∀ x t, 0 < t → DifferentiableAt ℝ (deriv (w x)) t

/-- The thermodynamic energy estimator `e_x = -(log w_x)'`, for positive differentiable
weights. -/
def estimator (w : ι → ℝ → ℝ) (x : ι) (b : ℝ) : ℝ :=
  -deriv (fun t => Real.log (w x t)) b
```

The path-integral weight is
$$p_x(b)=b^{-N/2}\exp(-K_x/b-bV_x).$$
Here $N$ counts bead coordinates, $K_x/b$ is the harmonic spring term between neighbouring beads, and $V_x$ is the bead-averaged potential. A constant prefactor common to all configurations is omitted: it rescales the weights and their sum, but cancels from the estimators, averages, energy and heat capacity below. Lean accepts arbitrary real $N$, $K_x$ and $V_x$, so nothing ties them to an actual path. We also name the function $g_x(b)=N/(2b)-K_x/b^2+V_x$.

```lean
/-- The primitive path-integral weight `b^(-N/2) exp(-K_x/b - b V_x)` for `b > 0`, with `N` bead
coordinates, spring term `K_x / b` and bead-averaged potential `V_x`. -/
def pathWeight (N : ℝ) (K V : ι → ℝ) (x : ι) (b : ℝ) : ℝ :=
  b ^ (-N / 2) * Real.exp (-(K x / b) - b * V x)

/-- The primitive energy estimator `N/(2b) - K_x/b² + V_x`, for `b > 0`. -/
def pathEstimator (N : ℝ) (K V : ι → ℝ) (x : ι) (b : ℝ) : ℝ :=
  N / (2 * b) - K x / b ^ 2 + V x
```

## (a) The slope of one weight

Show that, for $b>0$,
$$w_x'=-w_xe_x.$$

**Solution.** Since $w_x>0$, the chain rule gives $e_x=-w_x'/w_x$. Multiply by $-w_x$. In Lean, the derivative rule for the logarithm supplies the quotient and `field_simp` clears it.

```lean
/-- At positive inverse temperature a smooth weight changes at the rate `w' = -w e`. -/
theorem deriv_weight {w : ι → ℝ → ℝ} (hw : SmoothWeights w) {b : ℝ} (hb : 0 < b) (x : ι) :
    deriv (w x) b = -(w x b * estimator w x b) := by
  have hne := (hw.pos x b hb).ne'
  unfold estimator
  rw [((hw.diff x b hb).hasDerivAt.log hne).deriv]
  field_simp
```

## (b) The slope of $g_x$

Show that, for $b>0$,
$$g_x'=-\frac{N}{2b^2}+\frac{2K_x}{b^3}.$$

**Solution.** Use $(b^{-1})'=-b^{-2}$ and $(b^{-2})'=-2b^{-3}$; $V_x$ is constant. The proof applies the quotient rule to each fraction. `HasDerivAt` states that the function is differentiable at $b$ with the given slope.

```lean
/-- For `b > 0` the primitive estimator has the explicit temperature dependence
`e' = -N/(2b²) + 2K_x/b³`. -/
theorem hasDerivAt_pathEstimator (N : ℝ) (K V : ι → ℝ) (x : ι) {b : ℝ} (hb : 0 < b) :
    HasDerivAt (pathEstimator N K V x) (-N / (2 * b ^ 2) + 2 / b ^ 3 * K x) b := by
  have hne := hb.ne'
  have hsq : HasDerivAt (fun t : ℝ => t ^ 2) (2 * b) b := by simpa using hasDerivAt_pow 2 b
  have h1 := (hasDerivAt_const b N).fun_div ((hasDerivAt_id' b).const_mul 2)
    (mul_ne_zero two_ne_zero hne)
  have h2 := (hasDerivAt_const b (K x)).fun_div hsq (pow_ne_zero 2 hne)
  refine ((h1.fun_sub h2).add_const (V x)).congr_deriv ?_
  field_simp
  ring
```

## (c) The estimator of a path weight

Show that the weights $p_x$ satisfy `SmoothWeights` and that, for $b>0$,
$$-(\log p_x)'=g_x.$$

**Solution.** Both factors of $p_x$ are positive. The product rule gives
$$p_x'=\left(-\frac{N}{2b}+\frac{K_x}{b^2}-V_x\right)p_x=-p_xg_x.$$
The right side is differentiable by (b), so $p_x$ is twice differentiable. Comparison with (a) gives $p_xe_x=p_xg_x$, and $p_x>0$ cancels. To differentiate $p_x'$, Lean needs this formula throughout a neighbourhood of $b$, which `filter_upwards` provides.

```lean
/-- The primitive path-integral weights are smooth, and at positive inverse temperature their
thermodynamic estimator is the primitive energy estimator. -/
theorem pathWeight_smooth_and_estimator (N : ℝ) (K V : ι → ℝ) :
    SmoothWeights (pathWeight N K V) ∧
      ∀ x t, 0 < t → estimator (pathWeight N K V) x t = pathEstimator N K V x t := by
  have hpos : ∀ x t, 0 < t → 0 < pathWeight N K V x t := fun x t ht =>
    mul_pos (Real.rpow_pos_of_pos ht _) (Real.exp_pos _)
  -- product rule for the kinetic prefactor and the Boltzmann factor
  have hd : ∀ x t, 0 < t → HasDerivAt (pathWeight N K V x)
      (-(pathWeight N K V x t * pathEstimator N K V x t)) t := by
    intro x t ht
    have h1 : HasDerivAt (fun s : ℝ => s ^ (-N / 2)) ((-N / 2) * t ^ (-N / 2 - 1)) t :=
      Real.hasDerivAt_rpow_const (Or.inl ht.ne')
    have h2 : HasDerivAt (fun s : ℝ => -(K x / s) - s * V x) (K x / t ^ 2 - V x) t := by
      refine (((hasDerivAt_const t (K x)).fun_div (hasDerivAt_id' t) ht.ne').fun_neg.fun_sub
        ((hasDerivAt_id' t).mul_const (V x))).congr_deriv ?_
      ring
    refine (h1.fun_mul h2.exp).congr_deriv ?_
    rw [Real.rpow_sub_one ht.ne']
    unfold pathWeight pathEstimator
    ring
  have hs : SmoothWeights (pathWeight N K V) := by
    refine ⟨hpos, fun x t ht => (hd x t ht).differentiableAt, fun x t ht => ?_⟩
    refine (((hd x t ht).differentiableAt.mul
      (hasDerivAt_pathEstimator N K V x ht).differentiableAt).neg).congr_of_eventuallyEq ?_
    filter_upwards [Ioi_mem_nhds ht] with s hs
    exact (hd x s hs).deriv
  refine ⟨hs, fun x t ht => ?_⟩
  exact mul_left_cancel₀ (hpos x t ht).ne'
    (neg_injective ((deriv_weight hs ht x).symm.trans (hd x t ht).deriv))
```

## Averages, energy and heat capacity

From here the configuration set is finite. Define
$$Z=\sum_xw_x,\qquad \langle f\rangle=\frac1Z\sum_xw_xf_x,\qquad \mathrm{Var}(f)=\langle(f-\langle f\rangle)^2\rangle,$$
and $U=-(\log Z)'$. The heat capacity is $C=dU/dT$, with the configuration set and all other parameters fixed. Accordingly, `heatCapacity w T` differentiates `energy w S⁻¹` with respect to the temperature `S`; no fluctuation formula is built into it.

```lean
variable [Fintype ι]

/-- The partition function `Z = ∑ w_x`. -/
def partitionFn (w : ι → ℝ → ℝ) (b : ℝ) : ℝ := ∑ x, w x b

/-- The weighted average of an observable, for `Z ≠ 0`. -/
def mean (w : ι → ℝ → ℝ) (f : ι → ℝ) (b : ℝ) : ℝ := (∑ x, w x b * f x) / partitionFn w b

/-- The weighted variance of an observable, for `Z ≠ 0`. -/
def variance (w : ι → ℝ → ℝ) (f : ι → ℝ) (b : ℝ) : ℝ :=
  mean w (fun x => (f x - mean w f b) ^ 2) b

/-- The internal energy `U = -(log Z)'`, for positive differentiable `Z`. -/
def energy (w : ι → ℝ → ℝ) (b : ℝ) : ℝ := -deriv (fun t => Real.log (partitionFn w t)) b

/-- The heat capacity `dU/dT` at temperature `T > 0`, in units with `k_B = 1`. -/
def heatCapacity (w : ι → ℝ → ℝ) (T : ℝ) : ℝ := deriv (fun S => energy w S⁻¹) T
```

## (d) The slope of the partition function

Show that, for $b>0$,
$$Z'=-\sum_xw_xe_x.$$

**Solution.** Differentiate the finite sum term by term and insert (a). `HasDerivAt.fun_sum` performs the first step.

```lean
/-- For smooth weights and `b > 0`, the partition function changes at the rate
`Z' = -∑ w_x e_x`. -/
theorem hasDerivAt_partitionFn {w : ι → ℝ → ℝ} (hw : SmoothWeights w) {b : ℝ} (hb : 0 < b) :
    HasDerivAt (partitionFn w) (-(∑ x, w x b * estimator w x b)) b := by
  have h : HasDerivAt (fun t => ∑ x, w x t) (∑ x, deriv (w x) b) b :=
    HasDerivAt.fun_sum (fun x _ => (hw.diff x b hb).hasDerivAt)
  refine HasDerivAt.congr_deriv h ?_
  rw [← Finset.sum_neg_distrib]
  exact Finset.sum_congr rfl (fun x _ => deriv_weight hw hb x)
```

## (e) The energy as an average

For a nonempty configuration set and $b>0$, show that
$$U=\langle e\rangle.$$

**Solution.** Now $Z>0$, so $U=-Z'/Z$, and (d) gives $U=Z^{-1}\sum_xw_xe_x$.

```lean
variable [Nonempty ι]

/-- For smooth weights and `b > 0`, the internal energy is the average of the estimator. -/
theorem energy_eq_mean {w : ι → ℝ → ℝ} (hw : SmoothWeights w) {b : ℝ} (hb : 0 < b) :
    energy w b = mean w (fun x => estimator w x b) b := by
  have hne : partitionFn w b ≠ 0 :=
    (Finset.sum_pos (fun x _ => hw.pos x b hb) Finset.univ_nonempty).ne'
  unfold energy mean
  rw [((hasDerivAt_partitionFn hw hb).log hne).deriv]
  ring
```

## (f) The slope of an average

Let each $f_x$ be differentiable at $b>0$. Show that
$$\langle f\rangle'=\langle f'\rangle-\bigl(\langle fe\rangle-\langle f\rangle\langle e\rangle\bigr).$$

**Solution.** Put $F=\sum_xw_xf_x$. By (a),
$$F'=\sum_x(w_x'f_x+w_xf_x')=Z\langle f'\rangle-Z\langle fe\rangle.$$
The quotient rule and (d) then give
$$\left(\frac FZ\right)'=\frac{F'}Z-\frac{FZ'}{Z^2}
=\langle f'\rangle-\langle fe\rangle+\langle f\rangle\langle e\rangle.$$
The Lean proof takes the same two steps, then names the four sums and finishes by algebra.

```lean
/-- For smooth weights, `b > 0` and an observable differentiable in `b`, the average obeys
`⟨f⟩' = ⟨f'⟩ - (⟨f e⟩ - ⟨f⟩⟨e⟩)`. -/
theorem hasDerivAt_mean {w : ι → ℝ → ℝ} (hw : SmoothWeights w) {b : ℝ} (hb : 0 < b)
    {f : ι → ℝ → ℝ} {f' : ι → ℝ} (hf : ∀ x, HasDerivAt (f x) (f' x) b) :
    HasDerivAt (fun t => mean w (fun x => f x t) t)
      (mean w f' b - (mean w (fun x => f x b * estimator w x b) b
        - mean w (fun x => f x b) b * mean w (fun x => estimator w x b) b)) b := by
  have hne : partitionFn w b ≠ 0 :=
    (Finset.sum_pos (fun x _ => hw.pos x b hb) Finset.univ_nonempty).ne'
  have h : HasDerivAt (fun t => ∑ x, w x t * f x t)
      (∑ x, (deriv (w x) b * f x b + w x b * f' x)) b :=
    HasDerivAt.fun_sum (fun x _ => (hw.diff x b hb).hasDerivAt.fun_mul (hf x))
  have e : ∑ x, (deriv (w x) b * f x b + w x b * f' x)
      = ∑ x, w x b * f' x - ∑ x, w x b * (f x b * estimator w x b) := by
    rw [← Finset.sum_sub_distrib]
    refine Finset.sum_congr rfl (fun x _ => ?_)
    rw [deriv_weight hw hb x]
    ring
  rw [e] at h
  -- quotient rule for the normalised average
  refine (h.fun_div (hasDerivAt_partitionFn hw hb) hne).congr_deriv ?_
  simp only [mean]
  generalize (∑ x, w x b * f' x) = A
  generalize (∑ x, w x b * (f x b * estimator w x b)) = B
  generalize (∑ x, w x b * f x b) = F
  generalize (∑ x, w x b * estimator w x b) = S
  field_simp
  ring
```

## (g) The curvature of $\log Z$

Show that, for $b>0$,
$$(\log Z)''=\mathrm{Var}(e)-\langle e'\rangle.$$

**Solution.** The second derivative of the weights makes $e_x=-w_x'/w_x$ differentiable. By (e), $(\log Z)'=-\langle e\rangle$ near $b$. Setting $f=e$ in (f) gives
$$(\log Z)''=-\langle e'\rangle+\langle e^2\rangle-\langle e\rangle^2.$$
Expanding the square in the variance gives $\mathrm{Var}(e)=\langle e^2\rangle-\langle e\rangle^2$. These steps are `hd`, the use of `hasDerivAt_mean`, and `hvar`.

```lean
/-- For smooth weights and `b > 0`, `(log Z)'' = Var(e) - ⟨e'⟩`. -/
theorem hasDerivAt_deriv_log_partitionFn {w : ι → ℝ → ℝ} (hw : SmoothWeights w) {b : ℝ}
    (hb : 0 < b) :
    HasDerivAt (deriv (fun t => Real.log (partitionFn w t)))
      (variance w (fun x => estimator w x b) b
        - mean w (fun x => deriv (estimator w x) b) b) b := by
  have hne : partitionFn w b ≠ 0 :=
    (Finset.sum_pos (fun x _ => hw.pos x b hb) Finset.univ_nonempty).ne'
  -- the estimator is differentiable, being `-w'/w`
  have hd : ∀ x, DifferentiableAt ℝ (estimator w x) b := by
    intro x
    refine (((hw.diff2 x b hb).div (hw.diff x b hb)
      (hw.pos x b hb).ne').neg).congr_of_eventuallyEq ?_
    filter_upwards [Ioi_mem_nhds hb] with t ht
    have hlog := ((hw.diff x t ht).hasDerivAt.log (hw.pos x t ht).ne').deriv
    exact congrArg Neg.neg hlog
  -- the variance is the mean square minus the squared mean
  have hvar : ∀ f : ι → ℝ, variance w f b
      = mean w (fun x => f x * f x) b - mean w f b * mean w f b := by
    intro f
    have hexp : ∀ m : ℝ, ∑ x, w x b * (f x - m) ^ 2
        = ∑ x, w x b * (f x * f x) - 2 * m * ∑ x, w x b * f x + m ^ 2 * partitionFn w b := by
      intro m
      simp only [partitionFn, Finset.mul_sum, ← Finset.sum_sub_distrib,
        ← Finset.sum_add_distrib]
      exact Finset.sum_congr rfl (fun x _ => by ring)
    have hm : ∑ x, w x b * f x = mean w f b * partitionFn w b :=
      (div_mul_cancel₀ _ hne).symm
    change (∑ x, w x b * (f x - mean w f b) ^ 2) / partitionFn w b
      = (∑ x, w x b * (f x * f x)) / partitionFn w b - mean w f b * mean w f b
    rw [hexp, hm]
    generalize mean w f b = m
    field_simp
    ring
  have h := (hasDerivAt_mean hw hb (fun x => (hd x).hasDerivAt)).fun_neg
  refine (h.congr_of_eventuallyEq ?_).congr_deriv ?_
  · filter_upwards [Ioi_mem_nhds hb] with t ht
    exact neg_eq_iff_eq_neg.mp (energy_eq_mean hw ht)
  · rw [hvar]
    ring
```

## (h) From curvature to heat capacity

Show that, at $T=1/b$ with $b>0$,
$$C=b^2\bigl(\mathrm{Var}(e)-\langle e'\rangle\bigr).$$

**Solution.** Since $U=-(\log Z)'$, (g) gives $dU/db=-(\mathrm{Var}(e)-\langle e'\rangle)$. Also $db/dT=-1/T^2=-b^2$. Multiply the two; in Lean they are `hE` and `hi`, joined by `HasDerivAt.comp`.

For Boltzmann weights $e^{-bE_x}$ with fixed energies $E_x$, the estimator is $E_x$, its derivative vanishes, and the familiar $b^2\mathrm{Var}(E)$ remains.

```lean
/-- For smooth weights and `b > 0`, the heat capacity at temperature `1/b` is
`b² (Var(e) - ⟨e'⟩)`. -/
theorem heatCapacity_eq {w : ι → ℝ → ℝ} (hw : SmoothWeights w) {b : ℝ} (hb : 0 < b) :
    heatCapacity w b⁻¹ = b ^ 2 * (variance w (fun x => estimator w x b) b
      - mean w (fun x => deriv (estimator w x) b) b) := by
  have hi : HasDerivAt (fun S : ℝ => S⁻¹) (-(b ^ 2)) b⁻¹ := by
    refine (hasDerivAt_inv (inv_ne_zero hb.ne')).congr_deriv ?_
    simp
  have hE : HasDerivAt (energy w) (-(variance w (fun x => estimator w x b) b
      - mean w (fun x => deriv (estimator w x) b) b)) (b⁻¹)⁻¹ := by
    rw [inv_inv]
    exact (hasDerivAt_deriv_log_partitionFn hw hb).fun_neg
  -- chain rule through `b = 1/T`
  have h : HasDerivAt (fun S => energy w S⁻¹) _ b⁻¹ :=
    HasDerivAt.comp (h := fun S : ℝ => S⁻¹) (h₂ := energy w) b⁻¹ hE hi
  unfold heatCapacity
  rw [h.deriv]
  ring
```

## (i) Primitive path-integral weights

For the weights $p_x$ at $T=1/b$, with $b>0$, show that
$$C=b^2\mathrm{Var}(g)+\frac N2-\frac{2\langle K\rangle}{b}.$$

**Solution.** By (c), $e_x=g_x$. Averaging (b) gives
$$-b^2\langle g'\rangle=\frac N2-\frac{2\langle K\rangle}{b},$$
and (h) supplies the variance term. In Lean, `h1` and `h2` replace the estimator and its derivative, while `h3` averages the constant and the multiple of $K_x$.

For a finite configuration set, this expresses the heat capacity in averages that a path-integral simulation can sample. It does not treat continuous path integrals, the limit of many beads or sampling error.

```lean
/-- For primitive path-integral weights and `b > 0`, the heat capacity at temperature `1/b` is
`b² Var(e) + N/2 - 2⟨K⟩/b`, with `e` the primitive energy estimator. -/
theorem heatCapacity_pathWeight (N : ℝ) (K V : ι → ℝ) {b : ℝ} (hb : 0 < b) :
    heatCapacity (pathWeight N K V) b⁻¹
      = b ^ 2 * variance (pathWeight N K V) (fun x => pathEstimator N K V x b) b
        + N / 2 - 2 / b * mean (pathWeight N K V) K b := by
  obtain ⟨hs, he⟩ := pathWeight_smooth_and_estimator N K V
  have hne : partitionFn (pathWeight N K V) b ≠ 0 :=
    (Finset.sum_pos (fun x _ => hs.pos x b hb) Finset.univ_nonempty).ne'
  have h1 : (fun x => estimator (pathWeight N K V) x b)
      = fun x => pathEstimator N K V x b := funext fun x => he x b hb
  have h2 : (fun x => deriv (estimator (pathWeight N K V) x) b)
      = fun x => -N / (2 * b ^ 2) + 2 / b ^ 3 * K x := by
    funext x
    have hev : estimator (pathWeight N K V) x =ᶠ[nhds b] pathEstimator N K V x := by
      filter_upwards [Ioi_mem_nhds hb] with t ht
      exact he x t ht
    rw [hev.deriv_eq, (hasDerivAt_pathEstimator N K V x hb).deriv]
  -- averages are linear and normalised
  have h3 : ∀ c d : ℝ, mean (pathWeight N K V) (fun x => c + d * K x) b
      = c + d * mean (pathWeight N K V) K b := by
    intro c d
    have hsum : ∑ x, pathWeight N K V x b * (c + d * K x)
        = c * partitionFn (pathWeight N K V) b + d * ∑ x, pathWeight N K V x b * K x := by
      simp only [partitionFn, Finset.mul_sum, ← Finset.sum_add_distrib]
      exact Finset.sum_congr rfl (fun x _ => by ring)
    simp only [mean]
    rw [hsum, add_div, mul_div_assoc, div_self hne, mul_one, mul_div_assoc]
  rw [heatCapacity_eq hs hb, h1, h2, h3]
  generalize variance (pathWeight N K V) (fun x => pathEstimator N K V x b) b = A
  generalize mean (pathWeight N K V) K b = M
  have hb' := hb.ne'
  field_simp
  ring
```

## (j) The single configuration again

For the single weight $b^{-D/2}$ at $T=1/b$, with $b>0$, show that
$$\mathrm{Var}(e)=0,\qquad C=\frac D2.$$

**Solution.** The average over one configuration is its own value, so the variance vanishes. The weight is $p_x$ with $N=D$ and $K_x=V_x=0$, and (i) leaves $D/2$. Lean uses the one-element type `Unit` and allows any real $D$; at $D=0$ the heat capacity vanishes too.

For a positive integer $D$, this is the equipartition value for $D$ classical momentum components, whose Gaussian integral produces the factor $b^{-D/2}$. The variance term alone would give zero.

```lean
/-- For the single weight `b^(-D/2)` and `b > 0`, the estimator has zero variance while the heat
capacity at temperature `1/b` is `D/2`. -/
theorem single_weight_heatCapacity (D : ℝ) {b : ℝ} (hb : 0 < b) :
    variance (fun (_ : Unit) (t : ℝ) => t ^ (-D / 2))
        (fun x => estimator (fun (_ : Unit) (t : ℝ) => t ^ (-D / 2)) x b) b = 0 ∧
      heatCapacity (fun (_ : Unit) (t : ℝ) => t ^ (-D / 2)) b⁻¹ = D / 2 := by
  have hw : (fun (_ : Unit) (t : ℝ) => t ^ (-D / 2))
      = pathWeight D (fun _ => 0) (fun _ => 0) := by
    funext x t
    simp [pathWeight]
  rw [hw]
  have hp := ((pathWeight_smooth_and_estimator D (fun _ : Unit => 0) (fun _ => 0)).1.pos
    () b hb).ne'
  -- a single configuration does not fluctuate
  have hv : ∀ f : Unit → ℝ,
      variance (pathWeight D (fun _ => 0) (fun _ => 0)) f b = 0 := by
    intro f
    have hm : mean (pathWeight D (fun _ => 0) (fun _ => 0)) f b = f () := by
      simp [mean, partitionFn, hp]
    simp only [variance, hm]
    simp [mean]
  refine ⟨hv _, ?_⟩
  rw [heatCapacity_pathWeight D _ _ hb, hv]
  simp [mean]

end

end PathIntegralHeatCapacity
```

```lean
#print axioms PathIntegralHeatCapacity.single_weight_heatCapacity
```

```
'PathIntegralHeatCapacity.single_weight_heatCapacity' depends on axioms: [propext, Classical.choice, Quot.sound]
```
